# Minkowski's determinant inequality for positive semidefinite matrices and two-component overlaps

## Can two healthy spin components combine into a nearly dependent basis?

Without a lower bound on the determinant of a sum, I can know the overlap determinants of the spin-up and spin-down parts of my basis and still not know how close the full spinors are to linear dependence. I have two normalised spinors. Their spin-up parts have an overlap matrix with determinant 0.09, and their spin-down parts one with determinant 0.16. The overlap of the spinors is the sum of the two matrices, but determinants don't add, and the off-diagonal elements may reinforce each other. Could the determinant of the sum come out close to zero, or do the two numbers already exclude that?

## The roots of the two determinants add up to a lower bound

They exclude it. For complex positive semidefinite $n\times n$ matrices $A$ and $B$ with $n\ge 1$,

$$\det(A+B)^{1/n}\;\ge\;(\det A)^{1/n}+(\det B)^{1/n}.$$

Overlap matrices are positive semidefinite, so your numbers give $\det(A+B)\ge(0.3+0.4)^2=0.49$. For instance, if all diagonal elements are 0.5 and the off-diagonal ones are 0.4 in $A$ and 0.3 in $B$, the determinant of the sum is $1-0.7^2=0.51$.

**From spinors to a sum of matrices.** Let $v_i$ and $w_i$ be the two components of the $i$-th function. The inner product of direct-sum functions is
$$\langle (v_i,w_i),(v_j,w_j)\rangle=\langle v_i,v_j\rangle+\langle w_i,w_j\rangle,$$
so the full overlap is $A+B$, with $A_{ij}=\langle v_i,v_j\rangle$ and $B_{ij}=\langle w_i,w_j\rangle$. Each is positive semidefinite because $\sum_{ij}\bar c_iA_{ij}c_j=\|\sum_j c_jv_j\|^2\ge 0$ for all complex coefficients $c_i$, and likewise for $B$.

**One basis for both matrices.** Suppose first that $\det A\neq 0$. Diagonalise $A=U^\dagger\,\mathrm{diag}(a_i)\,U$ with $U$ unitary and $a_i\ge 0$, and put $S=\mathrm{diag}(\sqrt{a_i})\,U$. Then $A=S^\dagger S$, and $S$ is invertible. (Here $S$ is a factor of the overlap, not the overlap itself.) The matrix $(S^{-1})^\dagger BS^{-1}$ is again positive semidefinite, so it equals $V^\dagger DV$ with $V$ unitary and $D=\mathrm{diag}(d_i)$, $d_i\ge 0$. With $C=VS$,
$$C^\dagger C=S^\dagger V^\dagger VS=A,\qquad C^\dagger DC=S^\dagger(S^{-1})^\dagger BS^{-1}S=B.$$
This is the generalised eigenvalue problem $Bx=d\,Ax$, with the columns of $C^{-1}$ as eigenvectors. Since $A+B=C^\dagger(1+D)C$, the determinants are
$$\det A=|\det C|^2,\quad \det B=|\det C|^2\prod_i d_i,\quad \det(A+B)=|\det C|^2\prod_i(1+d_i).$$

**An inequality for numbers.** The arithmetic-geometric mean inequality, applied to $1/(1+d_i)$ and to $d_i/(1+d_i)$, gives
$$\Big(\prod_i\frac1{1+d_i}\Big)^{1/n}+\Big(\prod_i\frac{d_i}{1+d_i}\Big)^{1/n}\le\frac1n\sum_i\frac{1+d_i}{1+d_i}=1.$$
Multiplying by $\prod_i(1+d_i)^{1/n}>0$ yields
$$1+\Big(\prod_i d_i\Big)^{1/n}\le\Big(\prod_i(1+d_i)\Big)^{1/n},$$
and multiplying by $|\det C|^{2/n}$ gives the claim.

**Singular matrices.** If $A$ is singular and $B$ is not, exchange their roles. If both are singular, the right side of the claim is zero, while $\det(A+B)\ge 0$ because $A+B$ is positive semidefinite.

The same argument in Lean, followed by its form for overlap matrices, a case of equality and a concavity statement:

```lean
import Mathlib

open Matrix
open scoped ComplexOrder

namespace MinkowskiDeterminant

noncomputable section

variable {ι : Type*} [Fintype ι] [DecidableEq ι]

/-- The `n`-th root of the real part of the determinant of an `n` by `n` matrix, for `n ≥ 1`
and a determinant with nonnegative real part. -/
def detRoot (A : Matrix ι ι ℂ) : ℝ :=
  A.det.re ^ (1 / (Fintype.card ι : ℝ))

/-- The overlap matrix of a family of vectors: its entries are the inner products. -/
def overlap {κ E : Type*} [NormedAddCommGroup E] [InnerProductSpace ℂ E]
    (v : κ → E) : Matrix κ κ ℂ :=
  Matrix.of fun i j => inner ℂ (v i) (v j)

/-- The determinant of a positive semidefinite matrix is real and nonnegative. -/
theorem det_real_nonneg {A : Matrix ι ι ℂ} (hA : A.PosSemidef) :
    0 ≤ A.det.re ∧ A.det.im = 0 := by
  have h := Complex.nonneg_iff.1 hA.det_nonneg
  exact ⟨h.1, h.2.symm⟩

/-- A positive semidefinite matrix is diagonalised by a unitary matrix, with nonnegative
eigenvalues. -/
theorem exists_unitary_diagonal {A : Matrix ι ι ℂ} (hA : A.PosSemidef) :
    ∃ (U : Matrix ι ι ℂ) (d : ι → ℝ), Uᴴ * U = 1 ∧ (∀ i, 0 ≤ d i) ∧
      A = Uᴴ * diagonal (fun i => (d i : ℂ)) * U := by
  have h := hA.1.spectral_theorem
  rw [Unitary.conjStarAlgAut_apply] at h
  refine ⟨(hA.1.eigenvectorUnitary : Matrix ι ι ℂ)ᴴ, hA.1.eigenvalues, ?_,
    fun i => hA.eigenvalues_nonneg i, ?_⟩
  · rw [conjTranspose_conjTranspose]
    exact Matrix.mem_unitaryGroup_iff.1 hA.1.eigenvectorUnitary.2
  · rw [conjTranspose_conjTranspose]
    exact h

/-- Generalised eigenvalue problem: if `A` and `B` are positive semidefinite and `A` is
nonsingular, one change of basis turns `A` into the identity and `B` into a nonnegative
diagonal matrix. -/
theorem exists_common_diagonal {A B : Matrix ι ι ℂ} (hA : A.PosSemidef)
    (hB : B.PosSemidef) (hdet : A.det ≠ 0) :
    ∃ (C : Matrix ι ι ℂ) (d : ι → ℝ), (∀ i, 0 ≤ d i) ∧ A = Cᴴ * C ∧
      B = Cᴴ * diagonal (fun i => (d i : ℂ)) * C := by
  -- factor the first matrix as `A = Sᴴ S`
  obtain ⟨S, hS⟩ : ∃ S : Matrix ι ι ℂ, A = Sᴴ * S := by
    obtain ⟨U, a, -, ha, hAU⟩ := exists_unitary_diagonal hA
    have hD : diagonal (fun i => (a i : ℂ)) =
        (diagonal (fun i => ((√(a i) : ℝ) : ℂ)))ᴴ *
          diagonal (fun i => ((√(a i) : ℝ) : ℂ)) := by
      rw [diagonal_conjTranspose, diagonal_mul_diagonal]
      refine congrArg Matrix.diagonal (funext fun i => ?_)
      change (a i : ℂ) = (starRingEnd ℂ) ((√(a i) : ℝ) : ℂ) * ((√(a i) : ℝ) : ℂ)
      rw [Complex.conj_ofReal, ← Complex.ofReal_mul, Real.mul_self_sqrt (ha i)]
    refine ⟨diagonal (fun i => ((√(a i) : ℝ) : ℂ)) * U, ?_⟩
    rw [hAU, hD, conjTranspose_mul]
    simp only [Matrix.mul_assoc]
  have hSdet : S.det ≠ 0 := by
    intro h
    apply hdet
    rw [hS, det_mul, h, mul_zero]
  have h1 : S⁻¹ * S = 1 := nonsing_inv_mul S (isUnit_iff_ne_zero.2 hSdet)
  have h2 : Sᴴ * (S⁻¹)ᴴ = 1 := by rw [← conjTranspose_mul, h1, conjTranspose_one]
  -- diagonalise `B` in the orthonormalised basis
  obtain ⟨V, d, hV, hd, hM⟩ :=
    exists_unitary_diagonal (hB.conjTranspose_mul_mul_same S⁻¹)
  refine ⟨V * S, d, hd, ?_, ?_⟩
  · calc A = Sᴴ * (Vᴴ * V) * S := by rw [hV, mul_one]; exact hS
      _ = (V * S)ᴴ * (V * S) := by
        rw [conjTranspose_mul]; simp only [Matrix.mul_assoc]
  · calc B = (Sᴴ * (S⁻¹)ᴴ) * B * (S⁻¹ * S) := by rw [h1, h2, one_mul, mul_one]
      _ = Sᴴ * ((S⁻¹)ᴴ * B * S⁻¹) * S := by simp only [Matrix.mul_assoc]
      _ = Sᴴ * (Vᴴ * diagonal (fun i => (d i : ℂ)) * V) * S := by rw [hM]
      _ = (V * S)ᴴ * diagonal (fun i => (d i : ℂ)) * (V * S) := by
        rw [conjTranspose_mul]; simp only [Matrix.mul_assoc]

omit [DecidableEq ι] in
/-- The inequality for nonnegative eigenvalues `d i`, at least one in number: the geometric
mean of the `1 + d i` is at least one plus the geometric mean of the `d i`. -/
theorem one_add_geom_mean_le [Nonempty ι] (d : ι → ℝ) (hd : ∀ i, 0 ≤ d i) :
    1 + (∏ i, d i) ^ (1 / (Fintype.card ι : ℝ)) ≤
      (∏ i, (1 + d i)) ^ (1 / (Fintype.card ι : ℝ)) := by
  have hn : (Fintype.card ι : ℝ) ≠ 0 := Nat.cast_ne_zero.2 Fintype.card_ne_zero
  have hr : 0 ≤ 1 / (Fintype.card ι : ℝ) := by positivity
  have hsum : ∑ _i : ι, 1 / (Fintype.card ι : ℝ) = 1 := by
    rw [Finset.sum_const, Finset.card_univ, nsmul_eq_mul, mul_one_div_cancel hn]
  generalize 1 / (Fintype.card ι : ℝ) = r at hr hsum ⊢
  have hpos : ∀ i, 0 < 1 + d i := fun i => by linarith [hd i]
  have hP : 0 < ∏ i, (1 + d i) := Finset.prod_pos fun i _ => hpos i
  have key : ∀ z : ι → ℝ, (∀ i, 0 ≤ z i) → (∏ i, z i) ^ r ≤ ∑ i, r * z i := by
    intro z hz
    rw [← Real.finsetProd_rpow _ _ (fun i _ => hz i)]
    exact Real.geom_mean_le_arith_mean_weighted Finset.univ (fun _ => r) z
      (fun _ _ => hr) hsum (fun i _ => hz i)
  -- arithmetic-geometric means for the two complementary fractions
  have h1 : (∏ i, 1 / (1 + d i)) ^ r ≤ ∑ i, r * (1 / (1 + d i)) :=
    key _ fun i => div_nonneg zero_le_one (hpos i).le
  have h2 : (∏ i, d i / (1 + d i)) ^ r ≤ ∑ i, r * (d i / (1 + d i)) :=
    key _ fun i => div_nonneg (hd i) (hpos i).le
  rw [Finset.prod_div_distrib, Finset.prod_const_one,
    Real.div_rpow zero_le_one hP.le, Real.one_rpow] at h1
  rw [Finset.prod_div_distrib,
    Real.div_rpow (Finset.prod_nonneg fun i _ => hd i) hP.le] at h2
  have h3 : ∑ i, r * (1 / (1 + d i)) + ∑ i, r * (d i / (1 + d i)) = 1 := by
    have hterm : ∀ i, r * (1 / (1 + d i)) + r * (d i / (1 + d i)) = r := fun i => by
      rw [← mul_add, ← add_div, div_self (hpos i).ne', mul_one]
    rw [← Finset.sum_add_distrib, Finset.sum_congr rfl (fun i _ => hterm i), hsum]
  refine (div_le_one (Real.rpow_pos_of_pos hP r)).1 ?_
  rw [add_div]
  linarith

/-- A change of basis `C` multiplies the determinant of a real diagonal matrix by
`|det C|²`. -/
theorem det_congruence (C : Matrix ι ι ℂ) (d : ι → ℝ) :
    (Cᴴ * diagonal (fun i => (d i : ℂ)) * C).det =
      ((Complex.normSq C.det * ∏ i, d i : ℝ) : ℂ) := by
  rw [det_mul, det_mul, det_conjTranspose, det_diagonal, Complex.ofReal_mul,
    Complex.ofReal_prod, Complex.normSq_eq_conj_mul_self, starRingEnd_apply]
  ring

/-- **Minkowski determinant inequality**: for positive semidefinite `n` by `n` matrices,
`n ≥ 1`, the `n`-th root of the determinant is superadditive. -/
theorem minkowski_det [Nonempty ι] {A B : Matrix ι ι ℂ} (hA : A.PosSemidef)
    (hB : B.PosSemidef) : detRoot A + detRoot B ≤ detRoot (A + B) := by
  -- the case of a nonsingular first matrix
  have main : ∀ {A B : Matrix ι ι ℂ}, A.PosSemidef → B.PosSemidef → A.det ≠ 0 →
      detRoot A + detRoot B ≤ detRoot (A + B) := by
    intro A B hA hB hdet
    obtain ⟨C, d, hd, hAC, hBC⟩ := exists_common_diagonal hA hB hdet
    have hA1 : A = Cᴴ * diagonal (fun _ => ((1 : ℝ) : ℂ)) * C := by
      rw [Complex.ofReal_one, diagonal_one, mul_one]; exact hAC
    have hAB : A + B = Cᴴ * diagonal (fun i => ((1 + d i : ℝ) : ℂ)) * C := by
      rw [hA1, hBC, ← add_mul, ← mul_add, diagonal_add]
      simp only [Complex.ofReal_add]
    have hg := Complex.normSq_nonneg C.det
    unfold detRoot
    rw [hAB, hA1, hBC, det_congruence, det_congruence, det_congruence,
      Complex.ofReal_re, Complex.ofReal_re, Complex.ofReal_re, Finset.prod_const_one,
      mul_one, Real.mul_rpow hg (Finset.prod_nonneg fun i _ => hd i),
      Real.mul_rpow hg (Finset.prod_nonneg fun i _ => by linarith [hd i])]
    have h := mul_le_mul_of_nonneg_left (one_add_geom_mean_le d hd)
      (Real.rpow_nonneg hg (1 / (Fintype.card ι : ℝ)))
    linarith
  by_cases ha : A.det = 0
  · by_cases hb : B.det = 0
    · -- both singular: the left side vanishes
      have hr : 1 / (Fintype.card ι : ℝ) ≠ 0 :=
        one_div_ne_zero (Nat.cast_ne_zero.2 Fintype.card_ne_zero)
      have h0 : 0 ≤ detRoot (A + B) :=
        Real.rpow_nonneg (det_real_nonneg (hA.add hB)).1 _
      have h1 : detRoot A = 0 := by
        rw [detRoot, ha, Complex.zero_re, Real.zero_rpow hr]
      have h2 : detRoot B = 0 := by
        rw [detRoot, hb, Complex.zero_re, Real.zero_rpow hr]
      linarith
    · rw [add_comm A B, add_comm (detRoot A)]
      exact main hB hA hb
  · exact main hA hB ha

/-- The overlap matrix of the direct-sum functions `(v i, w i)` is the sum of the overlap
matrices of `v` and `w`. -/
theorem overlap_directSum {κ E F : Type*} [NormedAddCommGroup E] [InnerProductSpace ℂ E]
    [NormedAddCommGroup F] [InnerProductSpace ℂ F] (v : κ → E) (w : κ → F) :
    overlap (fun i => WithLp.toLp 2 (v i, w i)) = overlap v + overlap w := by
  ext i j
  simp [overlap, WithLp.prod_inner_apply]

/-- Minkowski's inequality for the overlap determinants of a nonempty finite family of
direct-sum functions `(v i, w i)`. -/
theorem minkowski_overlap [Nonempty ι] {E F : Type*} [NormedAddCommGroup E]
    [InnerProductSpace ℂ E] [NormedAddCommGroup F] [InnerProductSpace ℂ F]
    (v : ι → E) (w : ι → F) :
    detRoot (overlap v) + detRoot (overlap w) ≤
      detRoot (overlap (fun i => WithLp.toLp 2 (v i, w i))) := by
  have hv : (Matrix.gram ℂ v).PosSemidef := by apply Matrix.posSemidef_gram
  have hw : (Matrix.gram ℂ w).PosSemidef := by apply Matrix.posSemidef_gram
  rw [overlap_directSum]
  exact minkowski_det hv hw

/-- Scaling a positive semidefinite matrix of size at least one by `c ≥ 0` scales the root
of its determinant by `c`. -/
theorem detRoot_smul [Nonempty ι] {A : Matrix ι ι ℂ} (hA : A.PosSemidef) {c : ℝ}
    (hc : 0 ≤ c) : detRoot ((c : ℂ) • A) = c * detRoot A := by
  unfold detRoot
  rw [det_smul, ← Complex.ofReal_pow, Complex.re_ofReal_mul,
    Real.mul_rpow (pow_nonneg hc _) (det_real_nonneg hA).1, one_div,
    Real.pow_rpow_inv_natCast hc Fintype.card_ne_zero]

/-- Minkowski's inequality is an equality when the second matrix is a nonnegative multiple
of the first, positive semidefinite one, of size at least one. -/
theorem minkowski_eq_of_proportional [Nonempty ι] {A : Matrix ι ι ℂ}
    (hA : A.PosSemidef) {c : ℝ} (hc : 0 ≤ c) :
    detRoot (A + (c : ℂ) • A) = detRoot A + detRoot ((c : ℂ) • A) := by
  have h : A + (c : ℂ) • A = ((1 + c : ℝ) : ℂ) • A := by
    rw [Complex.ofReal_add, Complex.ofReal_one, add_smul, one_smul]
  rw [h, detRoot_smul hA (by linarith), detRoot_smul hA hc]
  ring

/-- The root of the determinant is concave along mixtures `t A + (1 - t) B`, `0 ≤ t ≤ 1`, of
positive semidefinite matrices of size at least one. -/
theorem detRoot_concave [Nonempty ι] {A B : Matrix ι ι ℂ} (hA : A.PosSemidef)
    (hB : B.PosSemidef) {t : ℝ} (h0 : 0 ≤ t) (h1 : t ≤ 1) :
    t * detRoot A + (1 - t) * detRoot B ≤
      detRoot ((t : ℂ) • A + ((1 - t : ℝ) : ℂ) • B) := by
  have hs : 0 ≤ 1 - t := by linarith
  rw [← detRoot_smul hA h0, ← detRoot_smul hB hs]
  exact minkowski_det (hA.smul (Complex.zero_le_real.2 h0))
    (hB.smul (Complex.zero_le_real.2 hs))

end

end MinkowskiDeterminant
```

```lean
#print axioms MinkowskiDeterminant.minkowski_overlap
#print axioms MinkowskiDeterminant.minkowski_eq_of_proportional
#print axioms MinkowskiDeterminant.detRoot_concave
```

```
'MinkowskiDeterminant.minkowski_overlap' depends on axioms: [propext, Classical.choice, Quot.sound]
'MinkowskiDeterminant.minkowski_eq_of_proportional' depends on axioms: [propext, Classical.choice, Quot.sound]
'MinkowskiDeterminant.detRoot_concave' depends on axioms: [propext, Classical.choice, Quot.sound]
```

**What the theorems say.** The finite type `ι` labels the basis functions, `Fintype.card ι` is $n$, and `[Nonempty ι]` says $n\ge 1$. The hypothesis `A.PosSemidef` includes that $A$ is Hermitian. Since a Lean determinant of a complex matrix is a complex number, `detRoot A` takes the real $n$-th root of its real part. `det_real_nonneg` shows that for a positive semidefinite matrix the imaginary part is zero and the real part is nonnegative, so nothing is lost. `minkowski_det` is then the inequality above.

`minkowski_overlap` states it for functions. The spaces `E` and `F` are arbitrary complex inner-product spaces, possibly infinite-dimensional; for spinors, both are the space of spatial orbitals. The expression `WithLp.toLp 2 (v i, w i)` is the pair $(v_i,w_i)$ with the inner product of the direct sum, and `inner ℂ` is conjugate-linear in its first argument, as in Dirac's bra-ket notation. The functions need be neither normalised nor linearly independent.

Two further theorems concern the matrices themselves. `minkowski_eq_of_proportional` gives equality when $B=cA$ with $c\ge 0$; it doesn't say that equality occurs only then. `detRoot_concave` says that for $0\le t\le 1$ the root of the determinant of $tA+(1-t)B$ is at least the corresponding mixture of the two roots.

The step left to you is to identify your computed overlap integrals with exact inner products: quadrature or rounding can give a matrix with a slightly negative eigenvalue, to which the hypothesis doesn't apply. The bound also concerns the determinant, not the smallest eigenvalue, which is often the quantity monitored for linear dependence.

In electronic structure, the determinant of the overlap is the squared norm of a single Slater determinant built from $n$ non-orthogonal spinors with the usual prefactor $1/\sqrt{n!}$, so for such a one-determinant state the inequality bounds that norm from below by those of its all-up and all-down parts.

**Why positivity matters.** Take $n=2$, $A=1$ and $B=-1$ (the identity and its negative). Both determinants are 1, but $\det(A+B)=0$, and the inequality would read $0\ge 2$. So it isn't enough for $B$ to be Hermitian with a positive determinant, even when $A$ is positive definite. The size condition matters too: for an empty index set the determinant is 1, so every `detRoot` is a power of 1 and equals 1, and the inequality would read $1\ge 2$.

**How Lean reaches the bound.** `exists_unitary_diagonal` restates Mathlib's spectral theorem as $A=U^\dagger\,\mathrm{diag}(d_i)\,U$, so its `U` is the adjoint of the usual matrix of eigenvector columns. `exists_common_diagonal` uses it twice, first to build $S$ from square roots of eigenvalues and then to diagonalise the transformed $B$. Its two `calc` blocks are the checks that $C=VS$ reproduces $A$ and $B$.

`one_add_geom_mean_le` is the inequality for numbers. It replaces $1/n$ by a letter `r`, keeping only that `r` is nonnegative and that $n$ copies of it sum to one. The local statement `key` is the arithmetic-geometric mean inequality with these equal weights; `h1` and `h2` apply it to the two fractions, and `h3` adds the right sides to one. The last lines clear the common denominator.

`det_congruence` supplies the factor $|\det C|^2$ for any real diagonal matrix. In `minkowski_det`, the local statement `main` handles a nonsingular first matrix: it writes $A$, $B$ and $A+B$ with diagonals $1$, $d_i$ and $1+d_i$, takes the three determinants, and multiplies the inequality for numbers by $|\det C|^{2/n}$. The `by_cases` steps then treat the singular cases as above, using commutativity of addition to exchange the matrices.

For functions, `overlap_directSum` compares matrix elements, and `minkowski_overlap` combines it with `minkowski_det`, whose hypotheses are supplied by Mathlib's result that Gram matrices are positive semidefinite. `detRoot_smul` extracts a factor $c\ge 0$ from the root, since $\det(cA)=c^n\det A$. Equality for proportional matrices follows because both sides are $(1+c)$ times the root for $A$, and concavity follows by applying `minkowski_det` to $tA$ and $(1-t)B$.
